# The uniform-chain Green function recursion converges for Im z > 0 from any start with Im g₀ ≤ 0

To get the Green function at the end of a long uniform tight-binding chain with on-site energy $a$ and hopping $b>0$, one can give the energy $z$ a positive imaginary part and repeat $G\mapsto 1/(z-a-b^2G)$ until the value settles. Started from zero, or from any $g_0$ with $\operatorname{Im}g_0\le 0$, this iteration never meets a zero denominator, and it converges to a root of $G(z-a-b^2G)=1$ with $\operatorname{Im}G<0$.

```lean
import Mathlib

open Filter Topology

namespace UniformRecursion

noncomputable section

/-- The Green function of a uniform chain with on-site energy `a` and coupling `b` after `n`
levels of the recursion `G ↦ 1 / (z - a - b² G)`, started from the terminator `g₀`.
The formula is meant for nonzero denominators. -/
def greenIter (a b : ℝ) (z g₀ : ℂ) : ℕ → ℂ
  | 0 => g₀
  | n + 1 => 1 / (z - a - (b : ℂ) ^ 2 * greenIter a b z g₀ n)

/-- The imaginary part of the denominator is `Im z - b² Im g`. -/
theorem den_im (a b : ℝ) (z g : ℂ) :
    (z - a - (b : ℂ) ^ 2 * g).im = z.im - b ^ 2 * g.im := by
  rw [← Complex.ofReal_pow]
  simp only [Complex.sub_im, Complex.ofReal_im, Complex.im_ofReal_mul, sub_zero]

/-- For `Im z > 0` and a terminator with `Im g₀ ≤ 0`, every iterate has nonpositive imaginary
part and every denominator is nonzero. -/
theorem greenIter_causal (a b : ℝ) {z g₀ : ℂ} (hz : 0 < z.im) (hg : g₀.im ≤ 0) (n : ℕ) :
    (greenIter a b z g₀ n).im ≤ 0 ∧ z - a - (b : ℂ) ^ 2 * greenIter a b z g₀ n ≠ 0 := by
  have key : ∀ g : ℂ, g.im ≤ 0 → 0 < (z - a - (b : ℂ) ^ 2 * g).im := by
    intro g h
    rw [den_im]
    have := mul_nonneg (sq_nonneg b) (neg_nonneg.mpr h)
    linarith
  have him : (greenIter a b z g₀ n).im ≤ 0 := by
    induction n with
    | zero => exact hg
    | succ n ih =>
      change (1 / (z - a - (b : ℂ) ^ 2 * greenIter a b z g₀ n)).im ≤ 0
      rw [one_div, Complex.inv_im]
      have := key _ ih
      exact div_nonpos_of_nonpos_of_nonneg (by linarith) (Complex.normSq_nonneg _)
  refine ⟨him, fun h => ?_⟩
  have := key _ him
  rw [h, Complex.zero_im] at this
  exact lt_irrefl _ this

/-- For `Im z > 0` and `Im g₀ ≤ 0` the iterates are bounded by `|g₀| + 1 / Im z`. -/
theorem greenIter_norm_le (a b : ℝ) {z g₀ : ℂ} (hz : 0 < z.im) (hg : g₀.im ≤ 0) (n : ℕ) :
    ‖greenIter a b z g₀ n‖ ≤ ‖g₀‖ + 1 / z.im := by
  have hpos : 0 < 1 / z.im := one_div_pos.mpr hz
  cases n with
  | zero =>
    change ‖g₀‖ ≤ _
    linarith
  | succ n =>
    change ‖1 / (z - a - (b : ℂ) ^ 2 * greenIter a b z g₀ n)‖ ≤ _
    have h1 := (greenIter_causal a b hz hg n).1
    have h2 : z.im ≤ ‖z - a - (b : ℂ) ^ 2 * greenIter a b z g₀ n‖ := by
      refine le_trans ?_ ((le_abs_self _).trans (Complex.abs_im_le_norm _))
      rw [den_im]
      have := mul_nonneg (sq_nonneg b) (neg_nonneg.mpr h1)
      linarith
    rw [norm_div, norm_one]
    have h3 := one_div_le_one_div_of_le hz h2
    have h4 := norm_nonneg g₀
    linarith

/-- For a root `G` of `G (z - a - b² G) = 1`, the imaginary part of the equivalent equation
`z - a - b² G = 1 / G`. -/
theorem root_im {a b : ℝ} {z G : ℂ} (hG : G * (z - a - (b : ℂ) ^ 2 * G) = 1) :
    z.im - b ^ 2 * G.im = -G.im / Complex.normSq G := by
  rw [← den_im a b z G, eq_inv_of_mul_eq_one_right hG, Complex.inv_im]

/-- For real `b` and `Im z > 0`, a root `G` of the fixed-point equation with `Im G < 0`
satisfies `b |G| < 1`. -/
theorem root_norm_lt {a b : ℝ} {z G : ℂ} (hz : 0 < z.im)
    (hG : G * (z - a - (b : ℂ) ^ 2 * G) = 1) (hi : G.im < 0) : b * ‖G‖ < 1 := by
  have h0 : G ≠ 0 := by
    rintro rfl
    simp at hi
  have hN : 0 < Complex.normSq G := Complex.normSq_pos.mpr h0
  have h := root_im hG
  rw [eq_div_iff hN.ne', Complex.normSq_eq_norm_sq] at h
  rw [Complex.normSq_eq_norm_sq] at hN
  by_contra hc
  have h1 : 1 ≤ b * ‖G‖ := not_lt.mp hc
  have h2 : 0 ≤ (b * ‖G‖) ^ 2 - 1 := by nlinarith
  have h3 := mul_nonneg h2 (neg_nonneg.mpr hi.le)
  have h4 := mul_pos hz hN
  nlinarith

/-- For `b > 0` and `Im z > 0` the fixed-point equation has a root with `Im G < 0`. -/
theorem exists_root (a : ℝ) {b : ℝ} {z : ℂ} (hb : 0 < b) (hz : 0 < z.im) :
    ∃ G : ℂ, G * (z - a - (b : ℂ) ^ 2 * G) = 1 ∧ G.im < 0 := by
  have hbc : (b : ℂ) ≠ 0 := Complex.ofReal_ne_zero.mpr hb.ne'
  -- some root, from a complex square root of the discriminant
  obtain ⟨s, hs⟩ := IsAlgClosed.exists_pow_nat_eq ((z - a) ^ 2 - 4 * (b : ℂ) ^ 2) two_pos
  obtain ⟨G, hX⟩ : ∃ G : ℂ, 2 * (b : ℂ) ^ 2 * G = z - a + s :=
    ⟨(z - a + s) / (2 * (b : ℂ) ^ 2), by field_simp⟩
  have hG : G * (z - a - (b : ℂ) ^ 2 * G) = 1 := by
    have h4 : 4 * (b : ℂ) ^ 2 ≠ 0 := mul_ne_zero (by norm_num) (pow_ne_zero 2 hbc)
    apply mul_left_cancel₀ h4
    linear_combination (2 * (z - a) - 2 * (b : ℂ) ^ 2 * G - (z - a + s)) * hX - hs
  have him := root_im hG
  rcases lt_trichotomy G.im 0 with h | h | h
  · exact ⟨G, hG, h⟩
  · rw [h] at him
    simp at him
    exact absurd him hz.ne'
  · -- the partner root lies in the opposite half plane
    obtain ⟨G', hG'⟩ : ∃ G' : ℂ, (b : ℂ) ^ 2 * G' = z - a - (b : ℂ) ^ 2 * G :=
      ⟨(z - a - (b : ℂ) ^ 2 * G) / (b : ℂ) ^ 2, by field_simp⟩
    refine ⟨G', by linear_combination (G - G') * hG' + hG, ?_⟩
    have h0 : G ≠ 0 := by
      rintro rfl
      simp at h
    have h1 := congrArg Complex.im hG'
    rw [den_im, ← Complex.ofReal_pow, Complex.im_ofReal_mul, him] at h1
    have h2 : -G.im / Complex.normSq G < 0 :=
      div_neg_of_neg_of_pos (by linarith) (Complex.normSq_pos.mpr h0)
    by_contra hc
    have := mul_nonneg (sq_nonneg b) (not_lt.mp hc)
    linarith

/-- Exact error identity: for `Im z > 0`, `Im g₀ ≤ 0` and any root `G` of the fixed-point
equation, each level of the recursion contributes one factor `b² G²`. -/
theorem error_identity {a b : ℝ} {z g₀ G : ℂ} (hz : 0 < z.im) (hg : g₀.im ≤ 0)
    (hG : G * (z - a - (b : ℂ) ^ 2 * G) = 1) (n : ℕ) :
    (greenIter a b z g₀ n - G) * (1 - (b : ℂ) ^ 2 * G * g₀) =
      ((b : ℂ) ^ 2 * G ^ 2) ^ n *
        ((g₀ - G) * (1 - (b : ℂ) ^ 2 * G * greenIter a b z g₀ n)) := by
  induction n with
  | zero => simp [greenIter]
  | succ n ih =>
    have hs : greenIter a b z g₀ (n + 1) *
        (z - a - (b : ℂ) ^ 2 * greenIter a b z g₀ n) = 1 :=
      one_div_mul_cancel (greenIter_causal a b hz hg n).2
    generalize greenIter a b z g₀ (n + 1) = g' at hs ⊢
    generalize greenIter a b z g₀ n = g at hs ih
    -- distance to the root, and to its partner, after one step
    have e1 : g' - G = (b : ℂ) ^ 2 * G * g' * (g - G) := by
      linear_combination G * hs - g' * hG
    have e2 : G * (1 - (b : ℂ) ^ 2 * G * g') = g' * (1 - (b : ℂ) ^ 2 * G * g) := by
      linear_combination g' * hG - G * hs
    linear_combination (1 - (b : ℂ) ^ 2 * G * g₀) * e1 + (b : ℂ) ^ 2 * G * g' * ih
      - (b : ℂ) ^ 2 * G * ((b : ℂ) ^ 2 * G ^ 2) ^ n * (g₀ - G) * e2

/-- Geometric error bound: for `b > 0`, `Im z > 0`, `Im g₀ ≤ 0` and a root `G` with `Im G < 0`,
the error, weighted by `|1 - b² G g₀|`, is at most a constant times `(b |G|)^(2n)`. -/
theorem error_bound {a b : ℝ} {z g₀ G : ℂ} (hb : 0 < b) (hz : 0 < z.im) (hg : g₀.im ≤ 0)
    (hG : G * (z - a - (b : ℂ) ^ 2 * G) = 1) (hi : G.im < 0) (n : ℕ) :
    ‖greenIter a b z g₀ n - G‖ * ‖1 - (b : ℂ) ^ 2 * G * g₀‖ ≤
      (b * ‖G‖) ^ (2 * n) * (‖g₀ - G‖ * (1 + b * (‖g₀‖ + 1 / z.im))) := by
  have hbn : ‖(b : ℂ)‖ = b := by rw [Complex.norm_real, Real.norm_of_nonneg hb.le]
  have hq : ‖(b : ℂ) ^ 2 * G ^ 2‖ = (b * ‖G‖) ^ 2 := by
    rw [norm_mul, norm_pow, norm_pow, hbn]
    ring
  have h1 : ‖1 - (b : ℂ) ^ 2 * G * greenIter a b z g₀ n‖ ≤ 1 + b * (‖g₀‖ + 1 / z.im) := by
    refine (norm_sub_le _ _).trans ?_
    rw [norm_one, norm_mul, norm_mul, norm_pow, hbn]
    have h2 : (b * ‖G‖) * (b * ‖greenIter a b z g₀ n‖) ≤ 1 * (b * (‖g₀‖ + 1 / z.im)) :=
      mul_le_mul (root_norm_lt hz hG hi).le
        (mul_le_mul_of_nonneg_left (greenIter_norm_le a b hz hg n) hb.le)
        (by positivity) zero_le_one
    linarith
  rw [← norm_mul, error_identity hz hg hG n, norm_mul, norm_pow, hq, norm_mul, ← pow_mul]
  gcongr

/-- Convergence of the uniform recursion: for `b > 0`, `Im z > 0` and any terminator with
`Im g₀ ≤ 0`, all denominators are nonzero and the iterates converge to a root of
`G (z - a - b² G) = 1` with `Im G < 0`. -/
theorem greenIter_converges (a : ℝ) {b : ℝ} {z g₀ : ℂ} (hb : 0 < b) (hz : 0 < z.im)
    (hg : g₀.im ≤ 0) :
    (∀ n, z - a - (b : ℂ) ^ 2 * greenIter a b z g₀ n ≠ 0) ∧
      ∃ G : ℂ, G * (z - a - (b : ℂ) ^ 2 * G) = 1 ∧ G.im < 0 ∧
        Tendsto (greenIter a b z g₀) atTop (𝓝 G) := by
  refine ⟨fun n => (greenIter_causal a b hz hg n).2, ?_⟩
  obtain ⟨G, hG, hi⟩ := exists_root a hb hz
  refine ⟨G, hG, hi, ?_⟩
  -- the terminator is not the partner root, which lies in the upper half plane
  have hK : 1 - (b : ℂ) ^ 2 * G * g₀ ≠ 0 := by
    intro h
    have h0 : G ≠ 0 := by
      rintro rfl
      simp at hi
    have h1 : (b : ℂ) ^ 2 * g₀ = z - a - (b : ℂ) ^ 2 * G := by
      apply mul_left_cancel₀ h0
      linear_combination -h - hG
    have h2 := congrArg Complex.im h1
    rw [den_im, ← Complex.ofReal_pow, Complex.im_ofReal_mul] at h2
    have h3 := mul_nonneg (sq_nonneg b) (neg_nonneg.mpr hg)
    have h4 := mul_nonneg (sq_nonneg b) (neg_nonneg.mpr hi.le)
    linarith
  have hr : (b * ‖G‖) ^ 2 < 1 := by
    have h1 := root_norm_lt hz hG hi
    have h2 : 0 ≤ b * ‖G‖ := by positivity
    nlinarith
  rw [tendsto_iff_norm_sub_tendsto_zero]
  refine squeeze_zero (fun n => norm_nonneg _)
    (fun n => (le_div_iff₀ (norm_pos_iff.mpr hK)).mpr (error_bound hb hz hg hG hi n)) ?_
  have ht := ((tendsto_pow_atTop_nhds_zero_of_lt_one (sq_nonneg (b * ‖G‖)) hr).mul_const
    (‖g₀ - G‖ * (1 + b * (‖g₀‖ + 1 / z.im)))).div_const ‖1 - (b : ℂ) ^ 2 * G * g₀‖
  simpa only [pow_mul, zero_mul, zero_div] using ht

/-- At a real energy `x` strictly inside the band, `|x - a| < 2b`, the recursion started from a
real terminator has no limit, provided that no denominator vanishes. -/
theorem no_limit_in_band {a b x g₀ : ℝ} (hx : |x - a| < 2 * b)
    (hden : ∀ n, (x : ℂ) - a - (b : ℂ) ^ 2 * greenIter a b x g₀ n ≠ 0) :
    ¬ ∃ L : ℂ, Tendsto (greenIter a b x g₀) atTop (𝓝 L) := by
  rintro ⟨L, hL⟩
  -- the iterates stay real, hence so does the limit
  have hreal : ∀ n, (greenIter a b x g₀ n).im = 0 := by
    intro n
    induction n with
    | zero => exact Complex.ofReal_im g₀
    | succ n ih =>
      change (1 / ((x : ℂ) - a - (b : ℂ) ^ 2 * greenIter a b x g₀ n)).im = 0
      rw [one_div, Complex.inv_im, den_im, ih, Complex.ofReal_im]
      simp
  have him : L.im = 0 := by
    have h1 := (Complex.continuous_im.tendsto L).comp hL
    have h2 : Complex.im ∘ greenIter a b x g₀ = fun _ => (0 : ℝ) := funext hreal
    rw [h2] at h1
    exact tendsto_nhds_unique h1 tendsto_const_nhds
  -- the limit solves the fixed-point equation
  have hfix : L * ((x : ℂ) - a - (b : ℂ) ^ 2 * L) = 1 := by
    have h1 := (hL.comp (tendsto_add_atTop_nat 1)).mul
      ((hL.const_mul ((b : ℂ) ^ 2)).const_sub ((x : ℂ) - a))
    refine tendsto_nhds_unique h1 (tendsto_const_nhds.congr fun n => ?_)
    exact (one_div_mul_cancel (hden n)).symm
  obtain ⟨l, rfl⟩ : ∃ l : ℝ, (l : ℂ) = L :=
    ⟨L.re, Complex.ext (Complex.ofReal_re _) (by rw [Complex.ofReal_im, him])⟩
  have h : l * (x - a - b ^ 2 * l) = 1 := by exact_mod_cast hfix
  -- but its discriminant is negative
  have h1 : (2 * b ^ 2 * l - (x - a)) ^ 2 = (x - a) ^ 2 - (2 * b) ^ 2 := by
    linear_combination (-4 * b ^ 2) * h
  have h2 := sq_lt_sq' (abs_lt.mp hx).1 (abs_lt.mp hx).2
  have h3 := sq_nonneg (2 * b ^ 2 * l - (x - a))
  linarith

end

end UniformRecursion
```

```lean
#print axioms UniformRecursion.greenIter_converges
#print axioms UniformRecursion.no_limit_in_band
```

```
'UniformRecursion.greenIter_converges' depends on axioms: [propext, Classical.choice, Quot.sound]
'UniformRecursion.no_limit_in_band' depends on axioms: [propext, Classical.choice, Quot.sound]
```

## The chain behind the recursion

Each application of the map attaches one more site to the end of the chain. With $g_0=0$ and $n\ge1$, the iterate $G_n$ is the Green function at the end site of an open chain of $n$ sites. A nonzero $g_0$ describes what lies beyond the deepest site, which then carries the self-energy $b^2g_0$. The code calls $g_0$ itself the terminator, a name often given to the self-energy instead.

In Lean, `greenIter a b z g₀ n` is $G_n$. The parameters `a` and `b` are real, while `z` and `g₀` are complex. The sign convention is the retarded one: $z=E+i\eta$ with $\eta>0$, and $-\operatorname{Im}G/\pi$ is the local density of states at energy $E$, broadened by $\eta$. The hypothesis `hg : g₀.im ≤ 0` says that the terminator does not feed probability into the chain.

The main theorem, `greenIter_converges`, states that every denominator is nonzero and that some $G$ satisfies the fixed-point equation, has negative imaginary part and is the limit of the iterates. The product of the two roots is $1/b^2$, so the other root is $1/(b^2G)$, which lies in the upper half plane. The limit is therefore the same for every admissible $g_0$.

The result bears on surface Green functions and on continued fractions from the recursion method, for a non-interacting chain with one orbital per site and constant coefficients. The step from the Lean model to the chain is the identification of the continued fraction with a diagonal element of $(z-H)^{-1}$, where $H$ is the chain Hamiltonian; the file starts from the recursion.

## Iterates stay in the lower half plane

For any $g$ with $\operatorname{Im}g\le0$, the denominator $D=z-a-b^2g$ satisfies
$$\operatorname{Im}D=\operatorname{Im}z-b^2\operatorname{Im}g\ \ge\ \operatorname{Im}z>0 .$$
Hence $D\ne0$, and $\operatorname{Im}(1/D)=-\operatorname{Im}D/|D|^2<0$. By induction every iterate has nonpositive imaginary part. Since $|D|\ge\operatorname{Im}z$, we also have $|G_n|\le|g_0|+1/\operatorname{Im}z$ for all $n$.

The formula for $\operatorname{Im}D$ is `den_im`, the induction is `greenIter_causal`, and the bound is `greenIter_norm_le`.

## A root with b|G| < 1

The fixed-point equation is the quadratic $b^2G^2-(z-a)G+1=0$, with roots $G=(z-a+s)/(2b^2)$, where $s^2=(z-a)^2-4b^2$. For any root, $z-a-b^2G=1/G$, and the imaginary part of this equation (`root_im`) is
$$\operatorname{Im}z-b^2\operatorname{Im}G=-\frac{\operatorname{Im}G}{|G|^2}.$$
A real root would give $\operatorname{Im}z=0$, so no root is real. If $\operatorname{Im}G>0$, the partner $G'=1/(b^2G)$ has negative imaginary part. One of the two roots therefore lies in the lower half plane. `exists_root` takes $s$ from the algebraic closedness of $\mathbb C$ and makes the same case distinction on the sign of $\operatorname{Im}G$.

For the root with $\operatorname{Im}G<0$, multiplying by $|G|^2$ gives
$$|G|^2\operatorname{Im}z=-\operatorname{Im}G\,(1-b^2|G|^2).$$
The left side and $-\operatorname{Im}G$ are both positive, so $b|G|<1$. This is `root_norm_lt`, which Lean proves by contradiction from the same equation.

## Each level multiplies the error ratio by b²G²

Use $1/G_{n+1}=z-a-b^2G_n$ and $1/G=z-a-b^2G$. Subtracting them, and then rearranging the first with the help of the second, gives
$$G_{n+1}-G=b^2G\,G_{n+1}(G_n-G),$$
$$G(1-b^2G\,G_{n+1})=G_{n+1}(1-b^2G\,G_n).$$
Dividing the first by the second shows that the ratio $(G_n-G)/(1-b^2G\,G_n)$ is multiplied by $b^2G^2$ at each level. After $n$ levels, with the fractions cleared,
$$(G_n-G)(1-b^2Gg_0)=(b^2G^2)^n(g_0-G)(1-b^2G\,G_n).$$
This is `error_identity`. Its proof is an induction in which `e1` and `e2` are the two displayed relations, and `linear_combination` combines them without any division.

Taking absolute values, and using $b|G|<1$ and the bound on $|G_n|$ in the last factor, gives `error_bound`:
$$|G_n-G|\,|1-b^2Gg_0|\le(b|G|)^{2n}\,|g_0-G|\,\bigl(1+b(|g_0|+1/\operatorname{Im}z)\bigr).$$
The weight on the left is nonzero: otherwise $b^2g_0=1/G$, whose imaginary part is positive, while $\operatorname{Im}g_0\le0$. In `greenIter_converges` this is `hK`. Dividing by the weight and applying `squeeze_zero` gives the limit.

At a fixed energy inside the band, $b|G|$ tends to 1 as $\operatorname{Im}z\to0$. Started from $g_0=0$, the recursion then needs more and more levels to reach a fixed small error.

## No limit at real energies inside the band

Now let the energy $x$ be real with $|x-a|<2b$, let $g_0$ be real, and suppose that no denominator vanishes. All iterates are real, so a limit $L$ would be real too. Passing to the limit in $G_{n+1}(x-a-b^2G_n)=1$ gives $L(x-a-b^2L)=1$, and completing the square yields
$$(2b^2L-(x-a))^2=(x-a)^2-4b^2<0,$$
which is impossible. `no_limit_in_band` follows these lines, with `hreal` for the real iterates and `hfix` for the limit equation.

The assumption on the denominators matters at the band centre. For $x=a$ and $g_0=0$ the first denominator is zero, and since Lean sets $1/0=0$, the formal sequence would stay at zero and converge.
